# Zero-energy states of nearest-neighbour carbon nanotubes threaded by flux

A tube counts as metallic here if its bands reach zero energy, the Fermi level of the undoped tube. The model is non-interacting, with one orbital per atom and nearest-neighbour hopping $t$; within it, the problems below decide from the tube's indices and the flux whether the gap closes. Curvature, spin and finite length are left out.

```lean
import Mathlib

open Matrix ComplexConjugate

noncomputable section

namespace NanotubeMetallicity
```

Let $x$ and $y$ be the Bloch phases along two graphene lattice vectors at $60^\circ$. The three bonds of an atom add up to $f(x,y)=1+e^{ix}+e^{iy}$, which is `amplitude x y`.

```lean
/-- The graphene hopping amplitude, as a function of the Bloch phases `x` and `y` along the
two lattice vectors. -/
def amplitude (x y : ℝ) : ℂ :=
  1 + Complex.exp ((x : ℂ) * Complex.I) + Complex.exp ((y : ℂ) * Complex.I)
```

On the two sublattices the Hamiltonian $H$ has zero diagonal and off-diagonal entries $-tf$ and $-t\bar f$.

```lean
/-- The nearest-neighbour Bloch Hamiltonian on the two sublattices, with hopping energy `t`. -/
def blochHamiltonian (t x y : ℝ) : Matrix (Fin 2) (Fin 2) ℂ :=
  !![0, -(t : ℂ) * amplitude x y; -(t : ℂ) * conj (amplitude x y), 0]
```

Rolling the sheet into an $(n,m)$ tube makes $n$ steps along the first vector and $m$ along the second a closed loop. With $\varphi$ flux quanta $h/e$ through the tube, an electron picks up the Aharonov–Bohm phase $2\pi\varphi$ around it, so $nx+my=2\pi(k+\varphi)$ with $k$ an integer. This boundary condition is assumed in `Allowed`.

```lean
/-- The Bloch phases allowed on an `(n, m)` tube threaded by `φ` flux quanta: the phase around
the circumference is `2π φ` up to a multiple of `2π`. -/
def Allowed (n m : ℤ) (φ x y : ℝ) : Prop :=
  ∃ k : ℤ, (n : ℝ) * x + m * y = 2 * Real.pi * (k + φ)
```

`IsMetallic` asks for an allowed pair $(x,y)$ and a vector $\psi\neq0$ of sublattice amplitudes with $H\psi=0$. The indices may be any integers, although $(0,0)$ describes no tube.

```lean
/-- The `(n, m)` tube with flux `φ` is metallic if some allowed pair of Bloch phases carries a
non-zero state of zero energy. -/
def IsMetallic (t : ℝ) (n m : ℤ) (φ : ℝ) : Prop :=
  ∃ x y : ℝ, Allowed n m φ x y ∧ ∃ ψ : Fin 2 → ℂ, ψ ≠ 0 ∧ blochHamiltonian t x y *ᵥ ψ = 0
```

## (a) From states to the amplitude

Let $t\neq0$; at $t=0$ the atoms decouple and every state has zero energy. Show that
$$\exists\,\psi\neq0:\ H\psi=0\iff f(x,y)=0.$$

**Solution.** A non-zero solution exists exactly when $\det H=-t^2|f|^2$ vanishes. Since $t\ne0$, this means $f=0$. Lean takes the determinant criterion from Mathlib, and `simp` evaluates the $2\times2$ determinant.

```lean
/-- For non-zero hopping, a zero-energy state exists exactly where the amplitude vanishes. -/
theorem zero_mode_iff {t : ℝ} (ht : t ≠ 0) (x y : ℝ) :
    (∃ ψ : Fin 2 → ℂ, ψ ≠ 0 ∧ blochHamiltonian t x y *ᵥ ψ = 0) ↔ amplitude x y = 0 := by
  rw [Matrix.exists_mulVec_eq_zero_iff]
  simp [blochHamiltonian, Matrix.det_fin_two_of, ht]
```

## (b) The two phase factors

Write $u=e^{ix}$ and $v=e^{iy}$. Show that $f(x,y)=0$ implies
$$uv=1,\qquad u^2+u+1=0.$$

**Solution.** The conjugate of $1+u+v=0$ is $1+u^{-1}+v^{-1}=0$. Multiplying by $uv$ gives $uv+v+u=0$, and subtracting the original equation leaves $uv=1$. Multiplying the original by $u$ gives $u+u^2+uv=0$, which is the second claim. In the code `h'` is the conjugate equation, and the two `linear_combination` calls do this elimination.

```lean
/-- Where the amplitude vanishes, the two phase factors are inverse to each other and the first
one solves `u² + u + 1 = 0`. -/
theorem phases_of_zero {x y : ℝ} (h : amplitude x y = 0) :
    Complex.exp ((x : ℂ) * Complex.I) * Complex.exp ((y : ℂ) * Complex.I) = 1 ∧
    Complex.exp ((x : ℂ) * Complex.I) ^ 2 + Complex.exp ((x : ℂ) * Complex.I) + 1 = 0 := by
  have hconj (a : ℝ) : conj (Complex.exp ((a : ℂ) * Complex.I))
      = Complex.exp (-((a : ℂ) * Complex.I)) := by
    rw [← Complex.exp_conj]
    simp
  have hinv (a : ℝ) : Complex.exp ((a : ℂ) * Complex.I)
      * Complex.exp (-((a : ℂ) * Complex.I)) = 1 := by
    rw [← Complex.exp_add, add_neg_cancel, Complex.exp_zero]
  -- the complex conjugate of the zero condition
  have h' := congrArg conj h
  unfold amplitude at h h'
  rw [map_add, map_add, map_one, map_zero, hconj, hconj] at h'
  have hx := hinv x
  have hy := hinv y
  set u := Complex.exp ((x : ℂ) * Complex.I)
  set v := Complex.exp ((y : ℂ) * Complex.I)
  have huv : u * v = 1 := by
    linear_combination u * v * h' - v * hx - u * hy - h
  exact ⟨huv, by linear_combination u * h - huv⟩
```

## (c) From phase factors to angles

For real $a,b$ with $e^{ia}=e^{ib}$, find an integer $j$ such that
$$a=b+2\pi j.$$

**Solution.** Since $e^{i(a-b)}=1$, we have $\cos(a-b)=1$, so $a-b$ is a multiple of $2\pi$. Lean uses the periodicity of the complex exponential and compares imaginary parts.

```lean
/-- Two angles with the same phase factor differ by a multiple of `2π`. -/
theorem angle_eq {a b : ℝ}
    (h : Complex.exp ((a : ℂ) * Complex.I) = Complex.exp ((b : ℂ) * Complex.I)) :
    ∃ j : ℤ, a = b + j * (2 * Real.pi) := by
  obtain ⟨j, hj⟩ := Complex.exp_eq_exp_iff_exists_int.mp h
  exact ⟨j, by simpa using congrArg Complex.im hj⟩
```

## (d) One explicit zero

Verify that
$$f(2\pi/3,-2\pi/3)=0.$$

**Solution.** The real part is $1-\tfrac12-\tfrac12=0$, and the two sines cancel. The proof treats the real and imaginary parts separately in the same way.

```lean
/-- The amplitude vanishes at the phases `2π/3` and `-2π/3`. -/
theorem amplitude_corner : amplitude (2 * Real.pi / 3) (-(2 * Real.pi / 3)) = 0 := by
  have hc : Real.cos (2 * Real.pi / 3) = -(1 / 2) := by
    rw [show 2 * Real.pi / 3 = Real.pi - Real.pi / 3 by ring, Real.cos_pi_sub,
      Real.cos_pi_div_three]
  apply Complex.ext
  · simp only [amplitude, Complex.add_re, Complex.one_re, Complex.exp_ofReal_mul_I_re,
      Real.cos_neg, hc, Complex.zero_re]
    norm_num
  · simp only [amplitude, Complex.add_im, Complex.one_im, Complex.exp_ofReal_mul_I_im,
      Real.sin_neg, Complex.zero_im]
    ring
```

## (e) The flux condition

For $t\neq0$, show that the tube is metallic exactly when, for some integer $k$,
$$\varphi=k+\frac{n-m}{3}\quad\text{or}\quad\varphi=k-\frac{n-m}{3}.$$

**Solution.** Suppose the tube is metallic, with $k$ now the integer in the boundary condition. By (a) and (b), $uv=1$, so (c) gives $x+y=2\pi j$. Let $\omega=e^{2\pi i/3}$. By (d), $\omega+\bar\omega=-1$, and $\omega\bar\omega=1$, so
$$(u-\omega)(u-\bar\omega)=u^2+u+1=0.$$
Hence $x=\pm2\pi/3+2\pi a$ for an integer $a$. Substituting $y=2\pi j-x$ into the boundary condition gives
$$(n-m)x+2\pi jm=2\pi(k+\varphi),$$
$$\varphi=\pm\frac{n-m}{3}+a(n-m)+jm-k.$$

Conversely, if $\varphi=k\pm(n-m)/3$, take $(x,y)=\pm(2\pi/3,-2\pi/3)$. Then $nx+my=2\pi(-k+\varphi)$, so the pair is allowed, and $f=0$ by (d) and the symmetry $f(x,y)=f(y,x)$.

In Lean, `hprod` is the factorisation, and its two factors give the two signs.

```lean
/-- An `(n, m)` tube threaded by `φ` flux quanta is metallic exactly when `φ` equals
`(n - m)/3` or `-(n - m)/3` up to an integer. -/
theorem metallic_iff_flux {t : ℝ} (ht : t ≠ 0) (n m : ℤ) (φ : ℝ) :
    IsMetallic t n m φ ↔
      ∃ k : ℤ, φ = k + ((n : ℝ) - m) / 3 ∨ φ = k - ((n : ℝ) - m) / 3 := by
  have hpi := Real.pi_ne_zero
  constructor
  · rintro ⟨x, y, ⟨k, hk⟩, hψ⟩
    obtain ⟨huv, hu⟩ := phases_of_zero ((zero_mode_iff ht x y).mp hψ)
    have h0 := amplitude_corner
    have hw := (phases_of_zero h0).1
    unfold amplitude at h0
    -- the phases are opposite up to a multiple of 2π
    obtain ⟨j, hj⟩ : ∃ j : ℤ, x + y = 0 + j * (2 * Real.pi) := by
      apply angle_eq
      rw [Complex.ofReal_add, add_mul, Complex.exp_add, huv, Complex.ofReal_zero, zero_mul,
        Complex.exp_zero]
    -- the first phase factor is one of the two primitive cube roots of unity
    have hprod : (Complex.exp ((x : ℂ) * Complex.I)
          - Complex.exp (((2 * Real.pi / 3 : ℝ) : ℂ) * Complex.I))
        * (Complex.exp ((x : ℂ) * Complex.I)
          - Complex.exp (((-(2 * Real.pi / 3) : ℝ) : ℂ) * Complex.I)) = 0 := by
      linear_combination hu - Complex.exp ((x : ℂ) * Complex.I) * h0 + hw
    have hy : y = j * (2 * Real.pi) - x := by linarith
    rcases mul_eq_zero.mp hprod with h | h
    · obtain ⟨a, ha⟩ := angle_eq (sub_eq_zero.mp h)
      refine ⟨a * (n - m) + j * m - k, Or.inl ?_⟩
      rw [hy, ha] at hk
      apply mul_left_cancel₀ (mul_ne_zero two_ne_zero hpi)
      push_cast
      linear_combination -hk
    · obtain ⟨a, ha⟩ := angle_eq (sub_eq_zero.mp h)
      refine ⟨a * (n - m) + j * m - k, Or.inr ?_⟩
      rw [hy, ha] at hk
      apply mul_left_cancel₀ (mul_ne_zero two_ne_zero hpi)
      push_cast
      linear_combination -hk
  · rintro ⟨k, h | h⟩
    · refine ⟨2 * Real.pi / 3, -(2 * Real.pi / 3), ⟨-k, ?_⟩,
        (zero_mode_iff ht _ _).mpr amplitude_corner⟩
      rw [h]
      push_cast
      ring
    · refine ⟨-(2 * Real.pi / 3), 2 * Real.pi / 3, ⟨-k, ?_⟩, (zero_mode_iff ht _ _).mpr ?_⟩
      · rw [h]
        push_cast
        ring
      · have h0 := amplitude_corner
        unfold amplitude at h0 ⊢
        linear_combination h0
```

## (f) No flux

For $t\neq0$ and $\varphi=0$, show that
$$\text{the tube is metallic}\iff 3\mid n-m.$$

**Solution.** Condition (e) becomes $n-m=-3k$ or $n-m=3k$. The casts in the proof carry this equation between reals and integers.

```lean
/-- Without flux, an `(n, m)` tube is metallic exactly when 3 divides `n - m`. -/
theorem metallic_iff {t : ℝ} (ht : t ≠ 0) (n m : ℤ) :
    IsMetallic t n m 0 ↔ (3 : ℤ) ∣ n - m := by
  rw [metallic_iff_flux ht]
  constructor
  · rintro ⟨k, h | h⟩
    · have h' : (n : ℝ) - m = 3 * (-k) := by linarith
      exact ⟨-k, by exact_mod_cast h'⟩
    · have h' : (n : ℝ) - m = 3 * k := by linarith
      exact ⟨k, by exact_mod_cast h'⟩
  · rintro ⟨c, hc⟩
    have h' : (n : ℝ) - m = 3 * c := by exact_mod_cast hc
    exact ⟨c, Or.inr (by linarith)⟩
```

## (g) Armchair tubes

For $t\neq0$ and $m=n$, show that
$$\text{the tube is metallic}\iff\varphi\in\mathbb Z.$$

**Solution.** Both fractions in (e) vanish, leaving $\varphi=k$; `simp` does the same.

```lean
/-- An armchair tube `(n, n)` is metallic exactly when the flux is a whole number of quanta. -/
theorem armchair_metallic_iff {t : ℝ} (ht : t ≠ 0) (n : ℤ) (φ : ℝ) :
    IsMetallic t n n φ ↔ ∃ k : ℤ, φ = k := by
  rw [metallic_iff_flux ht]
  simp
```

## (h) One third of a flux quantum

For $t\neq0$ and $\varphi=1/3$, show that
$$\text{the tube is metallic}\iff 3\nmid n-m.$$

**Solution.** Condition (e) becomes $n-m=1-3k$ or $n-m=3k-1$. These are the integers with remainder 1 or 2 modulo 3, a case split that `omega` settles. Compared with (f), metallic and non-metallic tubes have changed places.

```lean
/-- With one third of a flux quantum, a tube is metallic exactly when 3 does not divide
`n - m`. -/
theorem third_flux_metallic_iff {t : ℝ} (ht : t ≠ 0) (n m : ℤ) :
    IsMetallic t n m (1 / 3) ↔ ¬ (3 : ℤ) ∣ n - m := by
  rw [metallic_iff_flux ht]
  constructor
  · rintro ⟨k, h | h⟩
    · have h' : (n : ℝ) - m = 1 - 3 * k := by linarith
      have h'' : n - m = 1 - 3 * k := by exact_mod_cast h'
      omega
    · have h' : (n : ℝ) - m = 3 * k - 1 := by linarith
      have h'' : n - m = 3 * k - 1 := by exact_mod_cast h'
      omega
  · intro h
    obtain ⟨k, hk | hk⟩ : ∃ k : ℤ, n - m = 1 - 3 * k ∨ n - m = 3 * k - 1 := by
      rcases (by omega : (n - m) % 3 = 1 ∨ (n - m) % 3 = 2) with h1 | h1
      · exact ⟨-((n - m) / 3), Or.inl (by omega)⟩
      · exact ⟨(n - m) / 3 + 1, Or.inr (by omega)⟩
    · have h' : (n : ℝ) - m = 1 - 3 * k := by exact_mod_cast hk
      exact ⟨k, Or.inl (by linarith)⟩
    · have h' : (n : ℝ) - m = 3 * k - 1 := by exact_mod_cast hk
      exact ⟨k, Or.inr (by linarith)⟩
```

## (i) Subband edges of zigzag tubes

In an $(n,0)$ tube with $n\neq0$, each choice of the integer $k$ in the boundary condition fixes $x$ and leaves $y$ free. For any real $x$, show that
$$\min_y|f(x,y)|=\bigl|\,2|\cos(x/2)|-1\,\bigr|.$$

**Solution.** Let $c=\cos(x/2)$ and $p=e^{ix/2}$. Then $1+e^{ix}=p(\bar p+p)=2cp$, so $f=2cp+e^{iy}$, and the reverse triangle inequality gives $|f|\ge|2|c|-1|$. For $c\ge0$, $y=x/2+\pi$ gives $f=(2c-1)p$; for $c\le0$, $y=x/2$ gives $f=(2c+1)p$. Both attain the bound.

`IsLeast` states that the value is attained and is a lower bound, and `hf` is the factorisation. Since $H$ has trace zero and $H^2$ is $t^2|f|^2$ times the identity, the energies are $\pm|t||f|$. At fixed $x$, $|t|$ times this minimum is therefore the lower edge of the subband with energies $+|t||f|$.

```lean
/-- At fixed phase `x`, the smallest modulus of the amplitude over all phases `y` is
`|2 |cos (x/2)| - 1|`. -/
theorem zigzag_subband_edge (x : ℝ) :
    IsLeast (Set.range fun y : ℝ => ‖amplitude x y‖) |2 * |Real.cos (x / 2)| - 1| := by
  set c := Real.cos (x / 2) with hc
  set p := Complex.exp (((x / 2 : ℝ) : ℂ) * Complex.I) with hp
  have hnorm (r : ℝ) : ‖(r : ℂ) * p‖ = |r| := by
    rw [norm_mul, Complex.norm_real, Real.norm_eq_abs, hp, Complex.norm_exp_ofReal_mul_I,
      mul_one]
  -- factor the half-angle phase out of the first two terms
  have hf (y : ℝ) : amplitude x y
      = ((2 * c : ℝ) : ℂ) * p + Complex.exp ((y : ℂ) * Complex.I) := by
    have hsq : Complex.exp ((x : ℂ) * Complex.I) = p * p := by
      rw [hp, ← Complex.exp_add]
      congr 1
      push_cast
      ring
    have hcs : p = (c : ℂ) + (Real.sin (x / 2) : ℂ) * Complex.I := by
      rw [hp, hc, Complex.exp_mul_I, ← Complex.ofReal_cos, ← Complex.ofReal_sin]
    have hone : (c : ℂ) ^ 2 + (Real.sin (x / 2) : ℂ) ^ 2 = 1 := by
      exact_mod_cast Real.cos_sq_add_sin_sq (x / 2)
    unfold amplitude
    rw [hsq, hcs, Complex.ofReal_mul, Complex.ofReal_ofNat]
    linear_combination (Real.sin (x / 2) : ℂ) ^ 2 * Complex.I_sq - hone
  constructor
  · rcases le_total 0 c with h | h
    · refine ⟨x / 2 + Real.pi, ?_⟩
      have he : Complex.exp (((x / 2 + Real.pi : ℝ) : ℂ) * Complex.I) = -p := by
        rw [Complex.ofReal_add, add_mul, Complex.exp_add, Complex.exp_pi_mul_I, mul_neg_one]
      have hs : amplitude x (x / 2 + Real.pi) = ((2 * c - 1 : ℝ) : ℂ) * p := by
        rw [hf, he]
        push_cast
        ring
      change ‖amplitude x (x / 2 + Real.pi)‖ = _
      rw [hs, hnorm, abs_of_nonneg h]
    · refine ⟨x / 2, ?_⟩
      have hs : amplitude x (x / 2) = ((2 * c + 1 : ℝ) : ℂ) * p := by
        rw [hf, ← hp]
        push_cast
        ring
      change ‖amplitude x (x / 2)‖ = _
      rw [hs, hnorm, abs_of_nonpos h, ← abs_neg]
      congr 1
      ring
  · -- the reverse triangle inequality bounds every other phase
    rintro _ ⟨y, rfl⟩
    change _ ≤ ‖amplitude x y‖
    have h := abs_norm_sub_norm_le (((2 * c : ℝ) : ℂ) * p)
      (-Complex.exp ((y : ℂ) * Complex.I))
    rw [hnorm, norm_neg, Complex.norm_exp_ofReal_mul_I, sub_neg_eq_add, ← hf, abs_mul,
      abs_two] at h
    exact h

end NanotubeMetallicity
```

```lean
#print axioms NanotubeMetallicity.zero_mode_iff
#print axioms NanotubeMetallicity.metallic_iff
#print axioms NanotubeMetallicity.third_flux_metallic_iff
#print axioms NanotubeMetallicity.zigzag_subband_edge
```

```
'NanotubeMetallicity.zero_mode_iff' depends on axioms: [propext, Classical.choice, Quot.sound]
'NanotubeMetallicity.metallic_iff' depends on axioms: [propext, Classical.choice, Quot.sound]
'NanotubeMetallicity.third_flux_metallic_iff' depends on axioms: [propext, Classical.choice, Quot.sound]
'NanotubeMetallicity.zigzag_subband_edge' depends on axioms: [propext, Classical.choice, Quot.sound]
```
